# A positive solution of the discrete gap equation gives the global minimum of the BCS energy functional

Setting the derivative of a pairing energy to zero yields a gap equation, but a stationary point can be a saddle or a merely local minimum, and its energy would then not be the variational optimum. For finitely many levels with one constant coupling and normalised, nonnegative real amplitudes, the theorems below exclude this for every positive solution of the gap equation.

In Lean 4 with Mathlib:

```lean
import Mathlib

open Finset

namespace BCSVariationalGroundState

noncomputable section

/-- The quasiparticle energy `E = √(x² + Δ²)` of a level at energy `x` from the Fermi level. -/
def qpEnergy (x Δ : ℝ) : ℝ := Real.sqrt (x ^ 2 + Δ ^ 2)

/-- Energy of one pair level with amplitudes `u` (empty) and `v` (occupied) in a pairing
field `D`. -/
def pairEnergy (x D u v : ℝ) : ℝ := 2 * x * v ^ 2 - 2 * D * (u * v)

/-- Nonnegative, normalised amplitudes of a pair level. -/
def Admissible (u v : ℝ) : Prop := 0 ≤ u ∧ 0 ≤ v ∧ u ^ 2 + v ^ 2 = 1

/-- The BCS amplitude for an empty pair level. -/
def bcsU (x Δ : ℝ) : ℝ := Real.sqrt ((1 + x / qpEnergy x Δ) / 2)

/-- The BCS amplitude for an occupied pair level. -/
def bcsV (x Δ : ℝ) : ℝ := Real.sqrt ((1 - x / qpEnergy x Δ) / 2)

/-- The total pair amplitude, summed over all levels. -/
def pairSum {ι : Type*} [Fintype ι] (u v : ι → ℝ) : ℝ := ∑ k, u k * v k

/-- The BCS energy functional: the level energies of the pairs, measured from the Fermi level and
weighted by occupation, minus `g` times the square of the total pair amplitude. -/
def bcsEnergy {ι : Type*} [Fintype ι] (x : ι → ℝ) (g : ℝ) (u v : ι → ℝ) : ℝ :=
  ∑ k, 2 * x k * v k ^ 2 - g * pairSum u v ^ 2

/-- For a positive gap the quasiparticle energy is positive, and its square is `x² + Δ²`. -/
theorem qpEnergy_spec (x : ℝ) {Δ : ℝ} (hΔ : 0 < Δ) :
    0 < qpEnergy x Δ ∧ qpEnergy x Δ ^ 2 = x ^ 2 + Δ ^ 2 :=
  ⟨Real.sqrt_pos.2 (by positivity), Real.sq_sqrt (by positivity)⟩

/-- The energy of a normalised pair level in any field `D`, written as a part independent of
the amplitudes plus a sum of squares. -/
theorem pairEnergy_excess (x D : ℝ) {Δ u v : ℝ} (hΔ : 0 < Δ) (h : u ^ 2 + v ^ 2 = 1) :
    pairEnergy x D u v = x - qpEnergy x Δ - (D ^ 2 - Δ ^ 2) / (2 * qpEnergy x Δ)
      + ((x - qpEnergy x Δ * (u ^ 2 - v ^ 2)) ^ 2 + (D - 2 * qpEnergy x Δ * (u * v)) ^ 2)
        / (2 * qpEnergy x Δ) := by
  obtain ⟨hE, hsq⟩ := qpEnergy_spec x hΔ
  unfold pairEnergy
  generalize qpEnergy x Δ = E at hE hsq ⊢
  have h1 : ∀ A B : ℝ, x - E - A / (2 * E) + B / (2 * E)
      = (2 * E * (x - E) - A + B) / (2 * E) := by
    intro A B
    field_simp
  rw [h1, eq_div_iff (by positivity)]
  linear_combination (2 * E * x - E ^ 2 * (u ^ 2 + v ^ 2 + 1)) * h + hsq

/-- For a normalised level, `x = E (u² - v²)` is the same condition as the BCS occupation
`v² = (1 - x/E)/2`. -/
theorem occupation_iff (x : ℝ) {Δ u v : ℝ} (hΔ : 0 < Δ) (h : u ^ 2 + v ^ 2 = 1) :
    x = qpEnergy x Δ * (u ^ 2 - v ^ 2) ↔ v ^ 2 = (1 - x / qpEnergy x Δ) / 2 := by
  have hE := (qpEnergy_spec x hΔ).1
  generalize qpEnergy x Δ = E at hE ⊢
  have hx : x / E * E = x := div_mul_cancel₀ x hE.ne'
  constructor
  · intro hc
    have ha : x / E = u ^ 2 - v ^ 2 := by
      rw [div_eq_iff hE.ne']
      linear_combination hc
    rw [ha]
    linear_combination (1 / 2) * h
  · intro hv
    generalize x / E = a at hx hv
    linear_combination -hx - E * h + 2 * E * hv

/-- For admissible amplitudes at the BCS occupation, the pair amplitude of a level is `uv = Δ/(2E)`.
-/
theorem pair_amplitude (x : ℝ) {Δ u v : ℝ} (hΔ : 0 < Δ) (h : Admissible u v)
    (hv : v ^ 2 = (1 - x / qpEnergy x Δ) / 2) : u * v = Δ / (2 * qpEnergy x Δ) := by
  obtain ⟨hu0, hv0, hn⟩ := h
  obtain ⟨hE, hsq⟩ := qpEnergy_spec x hΔ
  have hc := (occupation_iff x hΔ hn).2 hv
  generalize qpEnergy x Δ = E at hE hsq hc ⊢
  -- the squares agree, and both sides are nonnegative
  have h2 : (2 * E * (u * v)) ^ 2 = Δ ^ 2 := by
    linear_combination E ^ 2 * (u ^ 2 + v ^ 2 + 1) * hn + hsq
      + (x + E * (u ^ 2 - v ^ 2)) * hc
  have h0 : 0 ≤ 2 * E * (u * v) := by positivity
  rw [eq_div_iff (by positivity)]
  rcases sq_eq_sq_iff_eq_or_eq_neg.1 h2 with h3 | h3
  · linarith
  · linarith

/-- The BCS amplitudes are nonnegative and normalised, and `v²` is the BCS occupation. -/
theorem bcs_amplitudes (x : ℝ) {Δ : ℝ} (hΔ : 0 < Δ) :
    Admissible (bcsU x Δ) (bcsV x Δ) ∧ bcsV x Δ ^ 2 = (1 - x / qpEnergy x Δ) / 2 := by
  have hE := (qpEnergy_spec x hΔ).1
  have habs : |x| ≤ qpEnergy x Δ := Real.abs_le_sqrt (by nlinarith [sq_nonneg Δ])
  obtain ⟨hl, hr⟩ := abs_le.1 habs
  have h1 : x / qpEnergy x Δ ≤ 1 := by
    rw [div_le_iff₀ hE]
    linarith
  have h2 : -1 ≤ x / qpEnergy x Δ := by
    rw [le_div_iff₀ hE]
    linarith
  have hU : bcsU x Δ ^ 2 = (1 + x / qpEnergy x Δ) / 2 := Real.sq_sqrt (by linarith)
  have hV : bcsV x Δ ^ 2 = (1 - x / qpEnergy x Δ) / 2 := Real.sq_sqrt (by linarith)
  exact ⟨⟨Real.sqrt_nonneg _, Real.sqrt_nonneg _, by rw [hU, hV]; ring⟩, hV⟩

/-- A pair level with admissible amplitudes in the field `Δ` has energy `x - E` exactly at the BCS
occupation. -/
theorem pairEnergy_eq_iff (x : ℝ) {Δ u v : ℝ} (hΔ : 0 < Δ) (h : Admissible u v) :
    pairEnergy x Δ u v = x - qpEnergy x Δ ↔ v ^ 2 = (1 - x / qpEnergy x Δ) / 2 := by
  have hE := (qpEnergy_spec x hΔ).1
  have hex := pairEnergy_excess x Δ hΔ h.2.2
  rw [sub_self, zero_div, sub_zero] at hex
  constructor
  · intro he
    have h0 := (div_eq_zero_iff.1 (by linarith : ((x - qpEnergy x Δ * (u ^ 2 - v ^ 2)) ^ 2
      + (Δ - 2 * qpEnergy x Δ * (u * v)) ^ 2) / (2 * qpEnergy x Δ) = 0)).resolve_right
      (by positivity)
    have h1 : x - qpEnergy x Δ * (u ^ 2 - v ^ 2) = 0 := by
      refine (pow_eq_zero_iff two_ne_zero).1 (le_antisymm ?_ (sq_nonneg _))
      linarith [sq_nonneg (Δ - 2 * qpEnergy x Δ * (u * v))]
    exact (occupation_iff x hΔ h.2.2).1 (by linarith)
  · intro hv
    have h1 := (occupation_iff x hΔ h.2.2).2 hv
    have h2 := pair_amplitude x hΔ h hv
    rw [eq_div_iff (by positivity)] at h2
    have h3 : x - qpEnergy x Δ * (u ^ 2 - v ^ 2) = 0 := by linarith
    have h4 : Δ - 2 * qpEnergy x Δ * (u * v) = 0 := by linarith
    rw [hex, h3, h4]
    simp

/-- The minimum energy of a pair level in the field `Δ` is `x - E`. -/
theorem pairEnergy_isLeast (x : ℝ) {Δ : ℝ} (hΔ : 0 < Δ) :
    IsLeast {e | ∃ u v, Admissible u v ∧ pairEnergy x Δ u v = e} (x - qpEnergy x Δ) := by
  obtain ⟨ha, hv⟩ := bcs_amplitudes x hΔ
  refine ⟨⟨_, _, ha, (pairEnergy_eq_iff x hΔ ha).2 hv⟩, ?_⟩
  rintro e ⟨u, v, h, rfl⟩
  have hE := (qpEnergy_spec x hΔ).1
  rw [pairEnergy_excess x Δ hΔ h.2.2, sub_self, zero_div, sub_zero]
  exact le_add_of_nonneg_right (by positivity)

variable {ι : Type*} [Fintype ι]

/-- If `Δ` solves the gap equation, the BCS energy of any normalised amplitudes is
`∑ (x - E) + Δ²/g` plus a sum of squares. -/
theorem bcsEnergy_excess (x : ι → ℝ) {g Δ : ℝ} (hΔ : 0 < Δ)
    (hgap : g * ∑ k, 1 / (2 * qpEnergy (x k) Δ) = 1) (u v : ι → ℝ)
    (h : ∀ k, u k ^ 2 + v k ^ 2 = 1) :
    bcsEnergy x g u v = ∑ k, (x k - qpEnergy (x k) Δ) + Δ ^ 2 / g
      + ∑ k, ((x k - qpEnergy (x k) Δ * (u k ^ 2 - v k ^ 2)) ^ 2
        + (g * pairSum u v - 2 * qpEnergy (x k) Δ * (u k * v k)) ^ 2)
          / (2 * qpEnergy (x k) Δ) := by
  have hg : g ≠ 0 := by
    rintro rfl
    simp at hgap
  have hG : ∑ k, 1 / (2 * qpEnergy (x k) Δ) = 1 / g := by
    rw [eq_div_iff hg]
    linear_combination hgap
  -- sum the one-level energies in an arbitrary common field D
  have h1 : ∀ D : ℝ, ∑ k, pairEnergy (x k) D (u k) (v k)
      = ∑ k, 2 * x k * v k ^ 2 - 2 * D * pairSum u v := by
    intro D
    simp only [pairEnergy, pairSum, Finset.sum_sub_distrib, Finset.mul_sum]
  have h2 : ∀ D : ℝ, ∑ k, pairEnergy (x k) D (u k) (v k)
      = ∑ k, (x k - qpEnergy (x k) Δ)
        - (D ^ 2 - Δ ^ 2) * ∑ k, 1 / (2 * qpEnergy (x k) Δ)
        + ∑ k, ((x k - qpEnergy (x k) Δ * (u k ^ 2 - v k ^ 2)) ^ 2
          + (D - 2 * qpEnergy (x k) Δ * (u k * v k)) ^ 2) / (2 * qpEnergy (x k) Δ) := by
    intro D
    rw [Finset.mul_sum, ← Finset.sum_sub_distrib, ← Finset.sum_add_distrib]
    refine Finset.sum_congr rfl fun k _ => ?_
    rw [pairEnergy_excess (x k) D hΔ (h k)]
    ring
  -- choose the field generated by the pairs themselves
  have h3 := (h1 (g * pairSum u v)).symm.trans (h2 (g * pairSum u v))
  rw [hG] at h3
  have h4 : (g * pairSum u v) ^ 2 * (1 / g) = g * pairSum u v ^ 2 := by
    field_simp
  unfold bcsEnergy
  linear_combination h3 - h4

/-- If `Δ > 0` solves the gap equation `g ∑ 1/(2E) = 1`, the global minimum of the BCS energy over
admissible amplitudes is `∑ (x - E) + Δ²/g`, and admissible amplitudes attain it exactly when every
level has the BCS occupation. -/
theorem bcs_ground_state (x : ι → ℝ) {g Δ : ℝ} (hΔ : 0 < Δ)
    (hgap : g * ∑ k, 1 / (2 * qpEnergy (x k) Δ) = 1) :
    IsLeast {e | ∃ u v : ι → ℝ, (∀ k, Admissible (u k) (v k)) ∧ bcsEnergy x g u v = e}
      (∑ k, (x k - qpEnergy (x k) Δ) + Δ ^ 2 / g) ∧
    ∀ u v : ι → ℝ, (∀ k, Admissible (u k) (v k)) →
      (bcsEnergy x g u v = ∑ k, (x k - qpEnergy (x k) Δ) + Δ ^ 2 / g ↔
        ∀ k, v k ^ 2 = (1 - x k / qpEnergy (x k) Δ) / 2) := by
  have hE : ∀ k, 0 < qpEnergy (x k) Δ := fun k => (qpEnergy_spec (x k) hΔ).1
  have hpos : ∀ (k : ι) (a b : ℝ), 0 ≤ (a ^ 2 + b ^ 2) / (2 * qpEnergy (x k) Δ) :=
    fun k a b => div_nonneg (by positivity) (by linarith [hE k])
  have key : ∀ u v : ι → ℝ, (∀ k, Admissible (u k) (v k)) →
      (bcsEnergy x g u v = ∑ k, (x k - qpEnergy (x k) Δ) + Δ ^ 2 / g ↔
        ∀ k, v k ^ 2 = (1 - x k / qpEnergy (x k) Δ) / 2) := by
    intro u v h
    rw [bcsEnergy_excess x hΔ hgap u v fun k => (h k).2.2, add_eq_left,
      Finset.sum_eq_zero_iff_of_nonneg fun k _ => hpos k _ _]
    constructor
    · intro hz k
      have h0 := (div_eq_zero_iff.1 (hz k (Finset.mem_univ k))).resolve_right
        (by linarith [hE k] : 0 < 2 * qpEnergy (x k) Δ).ne'
      have h1 : x k - qpEnergy (x k) Δ * (u k ^ 2 - v k ^ 2) = 0 := by
        refine (pow_eq_zero_iff two_ne_zero).1 (le_antisymm ?_ (sq_nonneg _))
        linarith [sq_nonneg (g * pairSum u v - 2 * qpEnergy (x k) Δ * (u k * v k))]
      exact (occupation_iff (x k) hΔ (h k).2.2).1 (by linarith)
    · intro hv k _
      have hp := fun j => pair_amplitude (x j) hΔ (h j) (hv j)
      -- the gap equation makes the generated field equal to Δ
      have hS : pairSum u v = Δ * ∑ j, 1 / (2 * qpEnergy (x j) Δ) := by
        unfold pairSum
        rw [Finset.mul_sum]
        refine Finset.sum_congr rfl fun j _ => ?_
        rw [hp j]
        ring
      have hD : g * pairSum u v = Δ := by
        rw [hS]
        linear_combination Δ * hgap
      have h1 := (occupation_iff (x k) hΔ (h k).2.2).2 (hv k)
      have h2 := hp k
      rw [eq_div_iff (by linarith [hE k] : 0 < 2 * qpEnergy (x k) Δ).ne'] at h2
      have h3 : x k - qpEnergy (x k) Δ * (u k ^ 2 - v k ^ 2) = 0 := by linarith
      have h4 : Δ - 2 * qpEnergy (x k) Δ * (u k * v k) = 0 := by linarith
      rw [hD, h3, h4]
      simp
  refine ⟨⟨?_, ?_⟩, key⟩
  · have ha := fun k => bcs_amplitudes (x k) hΔ
    exact ⟨fun k => bcsU (x k) Δ, fun k => bcsV (x k) Δ, fun k => (ha k).1,
      (key _ _ fun k => (ha k).1).2 fun k => (ha k).2⟩
  · rintro e ⟨u, v, h, rfl⟩
    rw [bcsEnergy_excess x hΔ hgap u v fun k => (h k).2.2]
    exact le_add_of_nonneg_right (Finset.sum_nonneg fun k _ => hpos k _ _)

/-- Two levels at energies `3` and `-3` with coupling `5` satisfy the gap equation
with `Δ = 4`. -/
theorem gap_equation_witness :
    (5 : ℝ) * ∑ k : Fin 2, 1 / (2 * qpEnergy ((![3, -3] : Fin 2 → ℝ) k) 4) = 1 := by
  have h1 : qpEnergy 3 4 = 5 := by
    unfold qpEnergy
    rw [show (3 : ℝ) ^ 2 + 4 ^ 2 = 5 ^ 2 by norm_num]
    exact Real.sqrt_sq (by norm_num)
  have h2 : qpEnergy (-3) 4 = 5 := by
    unfold qpEnergy
    rw [show (-3 : ℝ) ^ 2 + 4 ^ 2 = 5 ^ 2 by norm_num]
    exact Real.sqrt_sq (by norm_num)
  rw [Fin.sum_univ_two]
  change (5 : ℝ) * (1 / (2 * qpEnergy 3 4) + 1 / (2 * qpEnergy (-3) 4)) = 1
  rw [h1, h2]
  norm_num

end

end BCSVariationalGroundState
```

```lean
#print axioms BCSVariationalGroundState.pairEnergy_isLeast
-- 'BCSVariationalGroundState.pairEnergy_isLeast' depends on axioms: [propext, Classical.choice, Quot.sound]
#print axioms BCSVariationalGroundState.bcs_ground_state
-- 'BCSVariationalGroundState.bcs_ground_state' depends on axioms: [propext, Classical.choice, Quot.sound]
```

## One level in a fixed field, many levels in their own field

A pair level can be empty, with amplitude $u$, or occupied by two electrons, with amplitude $v$. The predicate `Admissible u v` says that $u,v\ge 0$ and $u^2+v^2=1$. The level energy $x$ is measured from the Fermi level, and `pairEnergy x D u v` is

$$e_D(u,v)=2xv^2-2Duv ,$$

where $D$ is a given pairing field. For a gap $\Delta>0$, `qpEnergy x Δ` is the quasiparticle energy $E=\sqrt{x^2+\Delta^2}$.

Two theorems settle the case $D=\Delta$. By `pairEnergy_isLeast`, the number $x-E$ is the least element of the set of energies of admissible amplitudes: some admissible pair reaches it, and none goes below it. By `pairEnergy_eq_iff`, an admissible pair reaches it exactly when $v^2=(1-x/E)/2$. At that occupation, `pair_amplitude` gives $uv=\Delta/(2E)$.

With several levels, labelled by $k$ in a finite type `ι`, the field is no longer given from outside. Write $S=\sum_k u_kv_k$ for `pairSum u v` and $g$ for the coupling. The function `bcsEnergy` is

$$\mathcal E=\sum_k 2x_kv_k^2-gS^2 ,$$

which couples all levels through $S$. The main theorem, `bcs_ground_state`, assumes $\Delta>0$ and the gap equation

$$g\sum_k\frac{1}{2E_k}=1,\qquad E_k=\sqrt{x_k^2+\Delta^2}.$$

It concludes that the minimum of $\mathcal E$ over all admissible amplitudes is $\sum_k(x_k-E_k)+\Delta^2/g$, and that it is attained exactly when $v_k^2=(1-x_k/E_k)/2$ for every $k$. Since the amplitudes are nonnegative and normalised, these occupations fix them completely.

## What the functional represents

The gap equation is a self-consistency condition: the field $gS$ generated by the pairs must equal the gap $\Delta$ that determines their amplitudes. It also forces $g>0$, an attractive interaction in this sign convention, and at least one level. The same $g$ acts between all levels.

The functional is taken as the starting point; it is not derived from a Hamiltonian. The expectation value of the reduced pairing interaction in a BCS product state contains a further term $-g\sum_k v_k^4$, which this functional omits. The minimum is therefore that of a mean-field energy and not an exact ground-state energy of interacting electrons. The Fermi level is fixed and the particle number is unconstrained.

In a mean-field calculation with this constant-coupling functional on a finite set of levels, an exact positive solution of the gap equation thus needs no separate test for a lower-lying admissible state.

That such a solution exists is a hypothesis for general levels. The theorem `gap_equation_witness` supplies an instance: levels at $3$ and $-3$, with $g=5$ and $\Delta=4$, have $E_k=5$ for both, and $5(1/10+1/10)=1$. The occupations are $1/5$ and $4/5$, and the minimum is $-2-8+16/5=-6.8$. In the same functional, the unpaired filling, with only the lower level occupied, has energy $-6$. The omitted term $-g\sum_k v_k^4$ would lower these two energies by $3.4$ and $5$, to $-10.2$ and $-11$, and so reverse their order.

## Completing the squares for one level

Let $u^2+v^2=1$ and let $D$ be any real number. Expand

$$Q=\bigl(x-E(u^2-v^2)\bigr)^2+(D-2Euv)^2 .$$

The terms in $E^2$ combine to $E^2$, because $(u^2-v^2)^2+4u^2v^2=(u^2+v^2)^2=1$. In the cross terms, $u^2-v^2=1-2v^2$ gives

$$x(u^2-v^2)+2Duv=x-2xv^2+2Duv=x-e_D .$$

Hence $Q=x^2+D^2+E^2-2E(x-e_D)$. Solving for $e_D$ and inserting $x^2=E^2-\Delta^2$ yields

$$e_D=x-E-\frac{D^2-\Delta^2}{2E}+\frac{Q}{2E}.$$

This is `pairEnergy_excess`. Its proof clears the denominator $2E$, and `linear_combination` then checks that the two sides agree once the stated multiples of the normalisation and of $E^2=x^2+\Delta^2$ are used.

For $D=\Delta$ the third term vanishes, and $Q\ge0$ gives $e_\Delta\ge x-E$. Equality requires both squares to vanish. The first gives $x=E(u^2-v^2)=E(1-2v^2)$, which is the stated occupation; `occupation_iff` proves this equivalence.

Conversely, at this occupation the first square is zero and

$$4E^2u^2v^2=E^2\bigl(1-(u^2-v^2)^2\bigr)=E^2-x^2=\Delta^2 .$$

Since $u$, $v$ and $\Delta$ are nonnegative, $2Euv=\Delta$, so the second square is zero as well. In `pair_amplitude` the equality of squares leaves two signs, and nonnegativity selects the positive one.

The minimum is attained because $|x|\le E$ makes both $(1+x/E)/2$ and $(1-x/E)/2$ nonnegative. Their square roots are `bcsU` and `bcsV`, and `bcs_amplitudes` checks that they are admissible.

## How the gap equation removes the field

Summing the level energies in a common field $D$ gives $\sum_k 2x_kv_k^2-2DS$. Now choose $D=gS$. The sum becomes $\sum_k 2x_kv_k^2-2gS^2$, so

$$\mathcal E=\sum_k e_{D,k}+gS^2 ,$$

where $e_{D,k}$ is the energy of level $k$. Let $Q_k$ be the sum of squares for level $k$ with this $D$. The one-level identity and $\sum_k 1/(2E_k)=1/g$ give

$$\sum_k e_{D,k}=\sum_k(x_k-E_k)-\frac{g^2S^2-\Delta^2}{g}+\sum_k\frac{Q_k}{2E_k}.$$

On adding $gS^2$, the terms in $S^2$ cancel:

$$\mathcal E=\sum_k(x_k-E_k)+\frac{\Delta^2}{g}+\sum_k\frac{Q_k}{2E_k}.$$

This is `bcsEnergy_excess`. Its intermediate facts `h1` and `h2` are the two expressions for the summed level energies, valid for every $D$; `h3` equates them at $D=gS$.

The last sum is nonnegative, which gives the lower bound. If it is zero, every $Q_k$ is zero, and the first square in each fixes the occupation of that level. If instead all levels have the BCS occupation, then $u_kv_k=\Delta/(2E_k)$, so

$$gS=\Delta\, g\sum_k\frac1{2E_k}=\Delta ,$$

and both squares vanish in every $Q_k$. In `bcs_ground_state` this equivalence is the statement `key`. Applied to the explicit amplitudes `bcsU` and `bcsV`, it also shows that the minimum is attained.

## A gap that does not solve the gap equation

Take one level at $x=0$ with $g=1$, and insert $\Delta=1$. Then $E=1$ and $g/(2E)=1/2$, so the gap equation fails. The energy formula would give $-1+1=0$, whereas $\mathcal E=-u^2v^2$ has minimum $-1/4$, at $u^2=v^2=1/2$. The solution of the gap equation is $\Delta=1/2$, for which the formula gives $-1/2+1/4=-1/4$, as it should.
